# Full-weight antiresonant lines preserve the first moment of a Lorentzian-broadened exciton spectrum

A Lorentzian line of half-width $h>0$ and unit area is
$$L_h(x)=\frac{h/\pi}{x^2+h^2}.$$
Frequencies and energies share one fixed unit, with $\hbar=1$.

In Lean 4 with Mathlib:

```lean
import Mathlib

open Filter Topology MeasureTheory
open scoped Real

namespace BroadenedOscillatorSum

noncomputable section

/-- The normalised Lorentzian line of half-width `h > 0`, at detuning `x`. -/
def lorentzian (h x : ℝ) : ℝ := h / π / (x ^ 2 + h ^ 2)
```

Finitely many excitons, labelled by $i$ in `ι`, have real line weights $f_i$, energies $E_i$ and half-widths $h_i$. The absorption is
$$A_c(w)=\sum_i f_i\,[L_{h_i}(w-E_i)-c\,L_{h_i}(w+E_i)].$$
Here $f_i$ stands for a squared transition dipole, so $f_iE_i$ is proportional to the usual oscillator strength. The real number $c$ weights the antiresonant lines: $c=0$ omits them, and $c=1$ makes $A_c$ odd in $w$. Changing $c$ leaves $f_i$ and $E_i$ alone, so this does not compare the Tamm-Dancoff approximation with the full Bethe-Salpeter equation.

```lean
/-- Absorption of excitons with line weights `f i`, energies `E i` and half-widths `h i > 0`. The
antiresonant lines at `-E i` enter with weight `c`: resonant-only is `c = 0`, and the full response,
odd in frequency, is `c = 1`. -/
def absorption {ι : Type*} [Fintype ι] (c : ℝ) (f E h : ι → ℝ) (w : ℝ) : ℝ :=
  ∑ i, f i * (lorentzian (h i) (w - E i) - c * lorentzian (h i) (w + E i))
```

Two abbreviations are used below:
$$P_{h,E}(w)=\frac{h}{2\pi}\ln[(w-E)^2+h^2]+\frac E\pi\arctan\frac{w-E}{h},$$

```lean
/-- A logarithm plus an arctangent, for half-width `h > 0`: the candidate primitive of
frequency times a Lorentzian line centred at `E`. -/
def primitive (h E w : ℝ) : ℝ :=
  h / (2 * π) * Real.log ((w - E) ^ 2 + h ^ 2) + E / π * Real.arctan ((w - E) / h)
```

$$F_h(E)=\frac E2+\frac E\pi\arctan\frac Eh-\frac{h}{2\pi}\ln(E^2+h^2).$$

```lean
/-- The cutoff-independent part of the first moment of a line at `E` with half-width `h > 0`. -/
def finitePart (h E : ℝ) : ℝ :=
  E / 2 + E / π * Real.arctan (E / h) - h / (2 * π) * Real.log (E ^ 2 + h ^ 2)
```

In the code, `∫ w in (0 : ℝ)..W` is the integral up to the cutoff $W$, and `Tendsto … atTop (𝓝 l)` says that the limit for $W\to\infty$ is $l$. The hypothesis `hh` makes the widths positive.

## (a) Differentiating the logarithm and arctangent

Show that $P_{h,E}'(w)=w\,L_h(w-E)$.

With $D=(w-E)^2+h^2$, the two terms give
$$\frac h\pi\frac{w-E}{D}+\frac E\pi\frac hD=\frac h\pi\frac wD.$$
In the proof, `h3` and `h4` are these two derivatives, and `h5` rewrites the arctangent's denominator.

```lean
/-- For positive half-width, the derivative of `primitive` is frequency times the
Lorentzian line. -/
theorem hasDerivAt_primitive {h : ℝ} (hh : 0 < h) (E w : ℝ) :
    HasDerivAt (primitive h E) (w * lorentzian h (w - E)) w := by
  have hpos : (w - E) ^ 2 + h ^ 2 ≠ 0 := by positivity
  have h1 : HasDerivAt (fun x : ℝ => x - E) 1 w := (hasDerivAt_id' w).sub_const E
  have h2 : HasDerivAt (fun x : ℝ => (x - E) ^ 2 + h ^ 2) (2 * (w - E)) w :=
    ((h1.fun_pow 2).add_const (h ^ 2)).congr_deriv (by norm_num)
  have h3 := (h2.log hpos).const_mul (h / (2 * π))
  have h4 := ((h1.div_const h).arctan).const_mul (E / π)
  have h5 : 1 + ((w - E) / h) ^ 2 = ((w - E) ^ 2 + h ^ 2) / h ^ 2 := by
    rw [div_pow, add_div, div_self (pow_ne_zero 2 hh.ne'), add_comm]
  refine (h3.fun_add h4).congr_deriv ?_
  simp only [h5, lorentzian]
  field_simp
  ring
```

## (b) Continuity of the integrand

Show that $\lim_{w\to w_0}w\,L_h(w-E)=w_0\,L_h(w_0-E)$ for every $w_0$.

The denominator is at least $h^2>0$, so this is a quotient of continuous functions with no zero below. Continuity makes the integrand integrable on $[0,W]$.

```lean
/-- Frequency times a Lorentzian line of positive half-width is continuous in frequency. -/
theorem continuous_line {h : ℝ} (hh : 0 < h) (E : ℝ) :
    Continuous (fun w : ℝ => w * lorentzian h (w - E)) := by
  unfold lorentzian
  refine Continuous.mul (by fun_prop) (Continuous.div (by fun_prop) (by fun_prop) fun w => ?_)
  positivity
```

## (c) The moment of one line

Show that
$$\lim_{W\to\infty}\left[\int_0^W w\,L_h(w-E)\,dw-\frac h\pi\ln W\right]=F_h(E).$$

By (a) and (b) the integral is $P_{h,E}(W)-P_{h,E}(0)$. For $W>0$,
$$\ln[(W-E)^2+h^2]=2\ln W+\ln\left[(1-E/W)^2+(h/W)^2\right].$$
The first term, times $h/2\pi$, cancels the subtracted logarithm; the second tends to $0$. The arctangent tends to $\pi/2$ and contributes $E/2$. Finally,
$$-P_{h,E}(0)=\frac E\pi\arctan\frac Eh-\frac h{2\pi}\ln(E^2+h^2),$$
which completes $F_h(E)$. In the proof, `key` takes the limit after the cancellation, and `hlog` supplies the factorisation.

```lean
/-- The first moment of one line of half-width `h > 0`, cut off at `W`, is `(h/π) ln W` plus a
remainder that tends to `finitePart h E` as `W` grows. -/
theorem line_moment_sub_log {h : ℝ} (hh : 0 < h) (E : ℝ) :
    Tendsto (fun W : ℝ => (∫ w in (0 : ℝ)..W, w * lorentzian h (w - E)) - h / π * Real.log W)
      atTop (𝓝 (finitePart h E)) := by
  have hi : Tendsto (fun W : ℝ => W⁻¹) atTop (𝓝 0) := tendsto_inv_atTop_zero
  have hq : Tendsto (fun W : ℝ => (1 - E * W⁻¹) ^ 2 + (h * W⁻¹) ^ 2) atTop
      (𝓝 ((1 - E * 0) ^ 2 + (h * 0) ^ 2)) :=
    (((hi.const_mul E).const_sub 1).pow 2).add ((hi.const_mul h).pow 2)
  have hl := hq.log (by norm_num)
  have hs : Tendsto (fun W : ℝ => W - E) atTop atTop := by
    simpa only [sub_eq_add_neg, id_eq] using
      tendsto_atTop_add_const_right atTop (-E) (tendsto_id (α := ℝ))
  have ha : Tendsto (fun W : ℝ => Real.arctan ((W - E) / h)) atTop (𝓝 (π / 2)) :=
    (Real.tendsto_arctan_atTop.mono_right nhdsWithin_le_nhds).comp (hs.atTop_div_const hh)
  have hlim : h / (2 * π) * Real.log ((1 - E * 0) ^ 2 + (h * 0) ^ 2) + E / π * (π / 2)
      - primitive h E 0 = finitePart h E := by
    have h0 : E / π * (π / 2) = E / 2 := by field_simp
    have h1 : (1 - E * 0) ^ 2 + (h * 0) ^ 2 = (1 : ℝ) := by ring
    rw [h0, h1, Real.log_one]
    simp only [primitive, finitePart, zero_sub, neg_sq, neg_div, Real.arctan_neg]
    ring
  have key : Tendsto (fun W : ℝ => h / (2 * π) * Real.log ((1 - E * W⁻¹) ^ 2 + (h * W⁻¹) ^ 2)
      + E / π * Real.arctan ((W - E) / h) - primitive h E 0) atTop (𝓝 (finitePart h E)) := by
    rw [← hlim]
    exact ((hl.const_mul _).add (ha.const_mul _)).sub_const _
  refine key.congr' ?_
  filter_upwards [eventually_gt_atTop (0 : ℝ)] with W hW
  -- evaluate the integral, then pull `W ^ 2` out of the logarithm
  rw [intervalIntegral.integral_eq_sub_of_hasDerivAt (fun w _ => hasDerivAt_primitive hh E w)
    ((continuous_line hh E).intervalIntegrable 0 W)]
  have hfac : (W - E) ^ 2 + h ^ 2 = W ^ 2 * ((1 - E * W⁻¹) ^ 2 + (h * W⁻¹) ^ 2) := by
    field_simp
  have hne : (1 - E * W⁻¹) ^ 2 + (h * W⁻¹) ^ 2 ≠ 0 := by positivity
  have hlog : Real.log ((W - E) ^ 2 + h ^ 2)
      = 2 * Real.log W + Real.log ((1 - E * W⁻¹) ^ 2 + (h * W⁻¹) ^ 2) := by
    rw [hfac, Real.log_mul (by positivity) hne, Real.log_pow]
    norm_num
  have hP : primitive h E W = h / (2 * π) * (2 * Real.log W
      + Real.log ((1 - E * W⁻¹) ^ 2 + (h * W⁻¹) ^ 2)) + E / π * Real.arctan ((W - E) / h) := by
    rw [primitive, hlog]
  rw [hP]
  ring
```

## (d) Resonant minus antiresonant

Show that $F_h(E)-F_h(-E)=E$.

The logarithm is even in $E$, and so is $E\arctan(E/h)$, a product of two odd functions. Only $E/2$ survives, and it counts twice. Treating the arctangent term as odd would leave a spurious $(2E/\pi)\arctan(E/h)$.

```lean
/-- The finite parts of the resonant and the antiresonant line differ by exactly the
excitation energy. -/
theorem finitePart_sub (h E : ℝ) : finitePart h E - finitePart h (-E) = E := by
  simp only [finitePart, neg_sq, neg_div, Real.arctan_neg]
  ring
```

## (e) The moment of the whole spectrum

Let $M_c(W)=\int_0^W w\,A_c(w)\,dw$ and $S=\sum_i f_ih_i/\pi$. Show that
$$M_c(W)-(1-c)S\ln W\to\sum_i f_i\,[F_{h_i}(E_i)-c\,F_{h_i}(-E_i)].$$

Since $w+E_i=w-(-E_i)$, part (c) applies to both lines of each exciton. Their logarithms combine to $(1-c)(h_i/\pi)\ln W$. Multiply by $f_i$ and add. In the proof, `hint` splits the integral and `key` adds the limits.

```lean
variable {ι : Type*} [Fintype ι]

/-- For positive half-widths, the first moment of the absorption up to `W` is a multiple of
`ln W`, proportional to `1 - c`, plus a remainder with a finite limit. -/
theorem moment_sub_log (c : ℝ) (f E : ι → ℝ) {h : ι → ℝ} (hh : ∀ i, 0 < h i) :
    Tendsto (fun W : ℝ => (∫ w in (0 : ℝ)..W, w * absorption c f E h w)
        - (1 - c) * (∑ i, f i * h i / π) * Real.log W) atTop
      (𝓝 (∑ i, f i * (finitePart (h i) (E i) - c * finitePart (h i) (-E i)))) := by
  have hint : ∀ W : ℝ, (∫ w in (0 : ℝ)..W, w * absorption c f E h w)
      = ∑ i, f i * ((∫ w in (0 : ℝ)..W, w * lorentzian (h i) (w - E i))
        - c * ∫ w in (0 : ℝ)..W, w * lorentzian (h i) (w - -E i)) := by
    intro W
    have e : ∀ w : ℝ, w * absorption c f E h w = ∑ i, f i * (w * lorentzian (h i) (w - E i)
        - c * (w * lorentzian (h i) (w - -E i))) := by
      intro w
      rw [absorption, Finset.mul_sum]
      refine Finset.sum_congr rfl fun i _ => ?_
      rw [sub_neg_eq_add]
      ring
    have hI : ∀ (i : ι) (a : ℝ),
        IntervalIntegrable (fun w : ℝ => w * lorentzian (h i) (w - a)) volume 0 W :=
      fun i a => (continuous_line (hh i) a).intervalIntegrable 0 W
    simp only [e]
    rw [intervalIntegral.integral_finsetSum]
    · refine Finset.sum_congr rfl fun i _ => ?_
      rw [intervalIntegral.integral_const_mul,
        intervalIntegral.integral_sub (hI i (E i)) ((hI i (-E i)).const_mul c),
        intervalIntegral.integral_const_mul]
    · intro i _
      exact (continuous_const.mul ((continuous_line (hh i) (E i)).sub
        (continuous_const.mul (continuous_line (hh i) (-E i))))).intervalIntegrable _ _
  -- add up the asymptotic laws of the individual lines
  have key := tendsto_finsetSum Finset.univ fun i _ =>
    ((line_moment_sub_log (hh i) (E i)).sub
      ((line_moment_sub_log (hh i) (-E i)).const_mul c)).const_mul (f i)
  refine key.congr fun W => ?_
  rw [hint, Finset.mul_sum, Finset.sum_mul, ← Finset.sum_sub_distrib]
  refine Finset.sum_congr rfl fun i _ => ?_
  ring
```

## (f) The logarithmic growth rate

Show that $M_c(W)/\ln W\to(1-c)S$.

Divide (e) by $\ln W$, for $W>1$. The remainder converges, so its quotient by $\ln W$ vanishes. One exciton with $f=1$ and $c=0$ gives $h/\pi$.

```lean
/-- For positive half-widths, the first moment of the absorption up to `W`, divided by `ln W`,
tends to `(1 - c) ∑ f i * h i / π`. -/
theorem moment_div_log (c : ℝ) (f E : ι → ℝ) {h : ι → ℝ} (hh : ∀ i, 0 < h i) :
    Tendsto (fun W : ℝ => (∫ w in (0 : ℝ)..W, w * absorption c f E h w) / Real.log W) atTop
      (𝓝 ((1 - c) * ∑ i, f i * h i / π)) := by
  have key := ((moment_sub_log c f E hh).div_atTop Real.tendsto_log_atTop).add_const
    ((1 - c) * ∑ i, f i * h i / π)
  rw [zero_add] at key
  refine key.congr' ?_
  filter_upwards [eventually_gt_atTop (1 : ℝ)] with W hW
  rw [sub_div, mul_div_cancel_right₀ _ (Real.log_pos hW).ne', sub_add_cancel]
```

## (g) The sum with full antiresonant weight

Show that $M_1(W)\to\sum_i f_iE_i$.

At $c=1$ the logarithm in (e) disappears, and (d) turns each bracket into $E_i$. One exciton with $f=1$ gives $E$. The limit is the first moment of the unbroadened lines; no link to the electron number, as in the Thomas-Reiche-Kuhn rule, is established.

```lean
/-- With the antiresonant lines at full weight, the first moment of the broadened absorption up to
`W` tends to `∑ f i * E i` as `W` grows, whatever the positive half-widths. -/
theorem broadened_f_sum_rule (f E : ι → ℝ) {h : ι → ℝ} (hh : ∀ i, 0 < h i) :
    Tendsto (fun W : ℝ => ∫ w in (0 : ℝ)..W, w * absorption 1 f E h w) atTop
      (𝓝 (∑ i, f i * E i)) := by
  have key := moment_sub_log 1 f E hh
  simp only [sub_self, zero_mul, sub_zero, one_mul, finitePart_sub] at key
  exact key
```

## (h) Which weights give a finite moment

Assume $S\neq0$. Show that $M_c(W)$ has a finite limit if and only if $c=1$.

If $M_c(W)\to l$, then $M_c(W)/\ln W\to0$. By (f) and uniqueness of limits, $(1-c)S=0$, hence $c=1$. The converse is (g). The assumption `hf` holds whenever the $f_i$ are non-negative and not all zero; if $S=0$, (e) gives a finite limit for every $c$.

For a computed spectrum of finitely many lines with frequency-independent Lorentzian widths, a resonant-only first moment with $S\neq0$ therefore depends on the integration cutoff, however large.

```lean
/-- For positive half-widths and `∑ f i * h i / π ≠ 0`, the first moment of the broadened
absorption has a finite limit exactly when the antiresonant lines carry full weight, `c = 1`. -/
theorem f_sum_converges_iff (c : ℝ) (f E : ι → ℝ) {h : ι → ℝ} (hh : ∀ i, 0 < h i)
    (hf : ∑ i, f i * h i / π ≠ 0) :
    (∃ l : ℝ, Tendsto (fun W : ℝ => ∫ w in (0 : ℝ)..W, w * absorption c f E h w) atTop (𝓝 l))
      ↔ c = 1 := by
  constructor
  · rintro ⟨l, hl⟩
    -- a convergent moment divided by `ln W` vanishes, so the logarithm has coefficient zero
    have h0 := tendsto_nhds_unique (moment_div_log c f E hh)
      (hl.div_atTop Real.tendsto_log_atTop)
    have h1 := (mul_eq_zero.mp h0).resolve_right hf
    linarith
  · rintro rfl
    exact ⟨_, broadened_f_sum_rule f E hh⟩

end

end BroadenedOscillatorSum
```

```lean
#print axioms BroadenedOscillatorSum.broadened_f_sum_rule
-- 'BroadenedOscillatorSum.broadened_f_sum_rule' depends on axioms: [propext, Classical.choice, Quot.sound]
#print axioms BroadenedOscillatorSum.f_sum_converges_iff
-- 'BroadenedOscillatorSum.f_sum_converges_iff' depends on axioms: [propext, Classical.choice, Quot.sound]
```
